# The product of k distinct Majorana operators, times i^(k(k−1)/2), is self-adjoint and squares to one

Majorana operators are taken here as elements of a complex algebra with an adjoint operation; each is self-adjoint and squares to one, and any two different ones anticommute. The theorem says that if k distinct ones are multiplied in any chosen order and the product is given the phase i^(k(k−1)/2), the result is self-adjoint and its square is one. No Hamiltonian or Hilbert space enters, and k is any finite number, zero included. For self-adjointness, the proof shows that the sign from conjugating the phase cancels the sign from reversing the product. For the square, it uses the earlier result that the bare product squares to (−1)^(k(k−1)/2), a sign which the square of the phase cancels.

The first attempt, which Lean rejects:

```lean
import Mathlib

open Complex

namespace MajoranaStrings

noncomputable section

variable {ι A : Type*} [Ring A] [StarRing A]

/-- A family of Majorana operators: self-adjoint, squaring to one, and pairwise
anticommuting. -/
structure IsMajoranaFamily (g : ι → A) : Prop where
  selfAdj : ∀ a, star (g a) = g a
  sq : ∀ a, g a * g a = 1
  anti : ∀ a b, a ≠ b → g a * g b = -(g b * g a)

/-- The Majorana string: the product of the operators `g a` in the order of the list. -/
def majoranaString {ι A : Type*} [Ring A] (g : ι → A) (l : List ι) : A :=
  (l.map g).prod

/-- The Majorana string of length `k` multiplied by the phase `i ^ (k (k - 1) / 2)`. -/
def hermitianString {ι A : Type*} [Ring A] [Algebra ℂ A] (g : ι → A) (l : List ι) : A :=
  (I ^ (l.length * (l.length - 1) / 2)) • majoranaString g l

lemma string_cons {ι A : Type*} [Ring A] (g : ι → A) (a : ι) (l : List ι) :
    majoranaString g (a :: l) = g a * majoranaString g l := by
  simp [majoranaString]

lemma sign_mul_self (n : ℕ) : (-1 : ℂ) ^ n * (-1) ^ n = 1 := by
  rw [← mul_pow]; norm_num

/-- Every Majorana string is an isometry: its adjoint times itself is one. -/
theorem IsMajoranaFamily.star_mul_string {g : ι → A} (hg : IsMajoranaFamily g)
    (l : List ι) : star (majoranaString g l) * majoranaString g l = 1 := by
  induction l with
  | nil => simp [majoranaString]
  | cons b l ih =>
    -- the two innermost factors are equal and cancel
    rw [string_cons, star_mul, hg.selfAdj, mul_assoc, ← mul_assoc (g b) (g b), hg.sq,
      one_mul, ih]

variable [Algebra ℂ A]

/-- Moving a Majorana operator through a string gives one minus sign for each factor
different from it. -/
theorem IsMajoranaFamily.generator_mul_string [DecidableEq ι] {g : ι → A}
    (hg : IsMajoranaFamily g) (a : ι) (l : List ι) :
    g a * majoranaString g l =
      ((-1 : ℂ) ^ (l.length + l.count a)) • (majoranaString g l * g a) := by
  induction l with
  | nil => simp [majoranaString]
  | cons b l ih =>
    rw [string_cons]
    by_cases h : a = b
    · -- an equal factor commutes
      subst h
      have e : (-1 : ℂ) ^ (l.length + 1 + (l.count a + 1)) =
          (-1) ^ (l.length + l.count a) := by
        rw [show l.length + 1 + (l.count a + 1) = (l.length + l.count a) + 2 by ring,
          pow_add]
        norm_num
      rw [List.count_cons_self, List.length_cons, e, mul_assoc (g a) _ (g a),
        ← mul_smul_comm, ← ih]
    · -- a different factor anticommutes
      have h' : ¬ b = a := fun e => h e.symm
      have hc : (b :: l).count a = l.count a := by simp [h']
      rw [hc, List.length_cons,
        show l.length + 1 + l.count a = (l.length + l.count a) + 1 by ring, pow_succ]
      calc g a * (g b * majoranaString g l)
          = -(g b * (g a * majoranaString g l)) := by
            rw [← mul_assoc, hg.anti a b h, neg_mul, mul_assoc]
        _ = _ := by rw [ih, mul_smul_comm, mul_neg_one, neg_smul, mul_assoc]

/-- The adjoint of a string of `k` distinct Majorana operators is the string itself times
`(-1) ^ (k (k - 1) / 2)`. -/
theorem IsMajoranaFamily.star_string {g : ι → A} (hg : IsMajoranaFamily g)
    (l : List ι) (hl : l.Nodup) :
    star (majoranaString g l) =
      ((-1 : ℂ) ^ (l.length * (l.length - 1) / 2)) • majoranaString g l := by
  classical
  induction l with
  | nil => simp [majoranaString]
  | cons b l ih =>
    obtain ⟨hb, hl'⟩ := List.nodup_cons.mp hl
    have h := hg.generator_mul_string b l
    rw [List.count_eq_zero.mpr hb, add_zero] at h
    -- reversing one more factor costs `l.length` exchanges
    rw [string_cons, star_mul, hg.selfAdj, ih hl', smul_mul_assoc, h, smul_smul,
      List.length_cons, Nat.triangle_succ, pow_add, mul_assoc, sign_mul_self, mul_one]

/-- A string of `k` distinct Majorana operators squares to `(-1) ^ (k (k - 1) / 2)`. -/
theorem IsMajoranaFamily.string_sq {g : ι → A} (hg : IsMajoranaFamily g)
    (l : List ι) (hl : l.Nodup) :
    majoranaString g l * majoranaString g l =
      ((-1 : ℂ) ^ (l.length * (l.length - 1) / 2)) • (1 : A) := by
  rw [← hg.star_mul_string l, hg.star_string l hl, smul_mul_assoc, smul_smul,
    sign_mul_self, one_smul]

/-- For `k` distinct Majorana operators, `i ^ (k (k - 1) / 2)` times their string is
self-adjoint and squares to one. -/
theorem IsMajoranaFamily.hermitianString_involution [StarModule ℂ A] {g : ι → A}
    (hg : IsMajoranaFamily g) (l : List ι) (hl : l.Nodup) :
    IsSelfAdjoint (hermitianString g l) ∧
      hermitianString g l * hermitianString g l = 1 := by
  constructor
  · -- conjugating the phase produces the same sign as reversing the string
    have key : ∀ t : ℕ, star (I ^ t) * (-1 : ℂ) ^ t = I ^ t := by
      intro t
      rw [star_pow, Complex.star_def, Complex.conj_I, ← mul_pow]
      simp
    change star (hermitianString g l) = hermitianString g l
    rw [hermitianString, star_smul, hg.star_string l hl, smul_smul, key]
  · have key : ∀ t : ℕ, I ^ t * I ^ t * (-1 : ℂ) ^ t = 1 := by
      intro t
      rw [← mul_pow, ← mul_pow, Complex.I_mul_I]
      norm_num
    rw [hermitianString, smul_mul_assoc, mul_smul_comm, hg.string_sq l hl, smul_smul,
      smul_smul, ← mul_assoc, key, one_smul]

end

end MajoranaStrings
```

The compiler's answer:

```
Main.lean:119:17: error: Tactic `rewrite` failed: Did not find an occurrence of the pattern
  ?a * (?b * ?c)
in the target expression
  (I ^ (l.length * (l.length - 1) / 2) * I ^ (l.length * (l.length - 1) / 2) * (-1) ^ (l.length * (l.length - 1) / 2)) •
      1 =
    1

case right
ι : Type u_1
A : Type u_2
inst✝³ : Ring A
inst✝² : StarRing A
inst✝¹ : Algebra ℂ A
inst✝ : StarModule ℂ A
g : ι → A
hg : IsMajoranaFamily g
l : List ι
hl : l.Nodup
key : ∀ (t : ℕ), I ^ t * I ^ t * (-1) ^ t = 1
⊢ (I ^ (l.length * (l.length - 1) / 2) * I ^ (l.length * (l.length - 1) / 2) * (-1) ^ (l.length * (l.length - 1) / 2)) •
      1 =
    1
```

Diagnosis. The error is in the second half of the proof, the one about the square. Write `t` for the exponent `l.length * (l.length - 1) / 2`. Before the two `smul_smul` rewrites, three scalars act one after another on `1`: `I ^ t`, `I ^ t` and `(-1) ^ t`. The first rewrite merges the outer two, and the second brings in the third, so the scalar is `I ^ t * I ^ t * (-1) ^ t`, which Lean reads as `(I ^ t * I ^ t) * (-1) ^ t`.

The next step, `← mul_assoc`, looks for a product bracketed to the right, `?a * (?b * ?c)`, in order to bracket it to the left. The goal contains none, and `rw` fails when it finds nothing to rewrite.

The scalar is already exactly the left side of `key`. With `← mul_assoc` deleted, `key` turns it into `1`, and `one_smul` reduces the goal to `1 = 1`, which `rw` closes by itself.

Fix (accepted with no message):

```diff
@@ -117,5 +117,5 @@
       norm_num
     rw [hermitianString, smul_mul_assoc, mul_smul_comm, hg.string_sq l hl, smul_smul,
-      smul_smul, ← mul_assoc, key, one_smul]
+      smul_smul, key, one_smul]
 
 end
```
